# A real n × n matrix has only real eigenvalues exactly when its n × n Hankel matrix of trace moments is positive semidefinite

## Two coupled modes

Two modes with amplitudes \(\psi=(\psi_0,\psi_1)\) evolve by \(i\,\dot\psi=A\psi\), where

\[
A=\begin{pmatrix}a&b\\c&d\end{pmatrix}
\]

is real but the couplings \(b\) and \(c\) may differ. An eigenvalue \(\lambda\) contributes the time factor \(e^{-i\lambda t}\). Nonreal eigenvalues of a real matrix come in conjugate pairs, so if there are any, one mode grows exponentially and another decays. The question is whether traces of powers of \(A\) reveal this without diagonalisation.

The eigenvalues are \(\tfrac12\left(a+d\pm\sqrt{\Delta}\right)\) with \(\Delta=(a-d)^2+4bc\), so they are real exactly when \(\Delta\ge0\). Now collect the traces of \(A^0\), \(A^1\) and \(A^2\) in

\[
H=\begin{pmatrix}2&a+d\\a+d&a^2+2bc+d^2\end{pmatrix},\qquad \det H=\Delta .
\]

Since \(H_{00}=2>0\), the matrix \(H\) is positive semidefinite exactly when \(\Delta\ge0\).

The quadratic form of \(H\) shows the mechanism. For real \(x_0,x_1\),

\[
x^{T}Hx=\operatorname{tr}(x_0+x_1A)^2=\sum_{i}(x_0+x_1\lambda_i)^2 .
\]

For real eigenvalues this is a sum of squares of real numbers. For a nonreal pair, \(x_0\) and \(x_1\) can be chosen so that \(x_0+x_1\lambda\) takes the values \(i\) and \(-i\), and the sum is \(-2\).

Take \(a=3\), \(b=2\), \(c=-1\), \(d=1\). Then \(\Delta=4-8=-4\), the eigenvalues are \(2\pm i\), and

\[
H=\begin{pmatrix}2&4\\4&6\end{pmatrix},\qquad \det H=-4 .
\]

The polynomial \(t-2\) takes the values \(\pm i\) at the eigenvalues. Its coefficient vector \(x=(-2,1)\) gives \(x^THx=8-16+6=-2\), in agreement with \((A-2)^2=-1\). Weakening the coupling to \(c=-\tfrac12\) gives \(\Delta=0\), a double eigenvalue \(2\), and a singular but positive semidefinite \(H\).

## From moments to eigenvalues in any dimension

Let \(A\) be a real \(n\times n\) matrix, not assumed symmetric, with complex eigenvalues \(\lambda_1,\dots,\lambda_n\) repeated by algebraic multiplicity. Define \(H_{jk}=\operatorname{tr}A^{j+k}\) for \(0\le j,k<n\). The claim is that all \(\lambda_i\) are real if and only if \(H\) is positive semidefinite.

**Traces of polynomials.** Over the complex numbers, \(A=UTU^\dagger\) with \(U\) unitary and \(T\) upper triangular, the \(\lambda_i\) standing on the diagonal of \(T\). For a polynomial \(q\), the matrix \(q(A)=Uq(T)U^\dagger\) has the same trace as \(q(T)\), whose diagonal entries are \(q(\lambda_i)\). Hence \(\operatorname{tr}q(A)=\sum_i q(\lambda_i)\), whether or not \(A\) is diagonalisable.

**The quadratic form.** For real \(x\), put \(p(t)=\sum_{j<n}x_jt^j\). Then

\[
x^THx=\sum_{j,k}x_jx_k\operatorname{tr}A^{j+k}=\operatorname{tr}p(A)^2 .
\]

This involves only polynomials of degree below \(n\), but they suffice. Divide any real \(p\) by the characteristic polynomial \(\chi\), so that \(p=\chi s+r\) with \(\deg r<n\). By Cayley–Hamilton \(\chi(A)=0\), so \(p(A)=r(A)\). Since \(H\) is symmetric, it is positive semidefinite exactly when \(\operatorname{tr}p(A)^2\ge0\) for every real polynomial \(p\).

**Real eigenvalues.** If every \(\lambda_i\) is real, so is every \(p(\lambda_i)\), and \(\operatorname{tr}p(A)^2=\sum_ip(\lambda_i)^2\ge0\).

**A nonreal eigenvalue.** Suppose \(\mu\) is a nonreal eigenvalue (the letter does not denote a moment here). Let \(w\) run over the distinct eigenvalues other than \(\mu\) and \(\bar\mu\), and set

\[
g(t)=\prod_w\left(t^2-2\operatorname{Re}(w)\,t+|w|^2\right)=\prod_w(t-w)(t-\bar w).
\]

This polynomial is real, vanishes at each \(w\), and has \(g(\mu)\ne0\), because \(\mu\) equals neither \(w\) nor \(\bar w\). Put \(\kappa=i/g(\mu)\). The real linear polynomial

\[
\ell(t)=\alpha t+\beta,\qquad \alpha=\frac{\operatorname{Im}\kappa}{\operatorname{Im}\mu},\qquad \beta=\operatorname{Re}\kappa-\alpha\operatorname{Re}\mu,
\]

satisfies \(\ell(\mu)=\kappa\). So \(p=g\ell\) has \(p(\mu)=i\), and its real coefficients force \(p(\bar\mu)=-i\). It vanishes at all other eigenvalues. If \(\mu\) has multiplicity \(m\), so does \(\bar\mu\), and \(\operatorname{tr}p(A)^2=-2m<0\). Thus \(H\) is not positive semidefinite.

The criterion applies, for instance, to the random-phase-approximation matrix of a molecule in a finite basis of real orbitals, which is real and in general not symmetric; a nonreal excitation energy there signals an unstable reference state.

## Spectrum and moments as Lean objects

Matrix indices have type `Fin n` and run from \(0\) to \(n-1\), as above.

```lean
import Mathlib

open Polynomial
open scoped Matrix ComplexConjugate

namespace RealSpectrumHankel
```

The entries of \(A\) are real numbers, while its eigenvalues are sought among the complex numbers. The first definition makes that change of field.

```lean
/-- A real matrix regarded as a complex matrix. -/
noncomputable def complexify {n : ℕ} (A : Matrix (Fin n) (Fin n) ℝ) :
    Matrix (Fin n) (Fin n) ℂ := A.map (fun x => (x : ℂ))
```

The set `spectrum ℂ M` contains the complex \(z\) for which \(z-M\) is not invertible. For a finite matrix these are the eigenvalues.

```lean
/-- Every complex eigenvalue of the real matrix `A` is real. -/
def HasRealSpectrum {n : ℕ} (A : Matrix (Fin n) (Fin n) ℝ) : Prop :=
  ∀ z ∈ spectrum ℂ (complexify A), z.im = 0
```

The moments are plain traces, so the corner entry is \(\operatorname{tr}A^0=n\). Moments of a density of states normalised to one carry a further factor \(1/n\), which leaves positivity unchanged.

```lean
/-- The Hankel matrix of spectral moments, with entries `tr A^(j+k)` for `0 ≤ j, k < n`. -/
def momentHankel {n : ℕ} (A : Matrix (Fin n) (Fin n) ℝ) : Matrix (Fin n) (Fin n) ℝ :=
  Matrix.of fun j k => (A ^ ((j : ℕ) + (k : ℕ))).trace
```

The main theorem, `hasRealSpectrum_iff`, says that `HasRealSpectrum A` and `(momentHankel A).PosSemidef` are equivalent for every `n` and every real `A`. `PosSemidef` means that the matrix is symmetric and its quadratic form is nonnegative. Symmetry or diagonalisability of `A` is not assumed.

Realness of `A` matters: for arbitrary complex matrices the equivalence fails already for the \(1\times1\) matrix \((i)\), whose Hankel matrix is \((1)\). A model with gain and loss written as imaginary diagonal entries therefore does not fit as it stands.

The step from a real spectrum to bounded motion needs diagonalisability as well. In the example with \(c=-\tfrac12\), both eigenvalues equal \(2\), yet \(A-2\) is nonzero with square zero, and amplitudes can grow linearly in time.

## Eigenvalues and traces of p(A)

The characteristic polynomial at \(z\) is \(\det(z-M)\), which vanishes exactly when \(z-M\) is not invertible. This links its roots to the spectrum.

```lean
/-- The roots of the characteristic polynomial are the points of the spectrum. -/
theorem mem_roots_iff {n : ℕ} (M : Matrix (Fin n) (Fin n) ℂ) (z : ℂ) :
    z ∈ M.charpoly.roots ↔ z ∈ spectrum ℂ M := by
  have h := eval_det M.charmatrix z
  open Matrix in rw [matPolyEquiv_charmatrix, eval_sub, eval_X, eval_C] at h
  have h' : M.charpoly.eval z = (algebraMap ℂ (Matrix (Fin n) (Fin n) ℂ) z - M).det := h
  rw [mem_roots M.charpoly_monic.ne_zero, IsRoot.def, h', spectrum.mem_iff,
    Matrix.isUnit_iff_isUnit_det, isUnit_iff_ne_zero, not_not]
```

In the next lemma `aeval M p` is the matrix \(p(M)\) and `aeval z p` the number \(p(z)\). The spectral mapping theorem identifies the eigenvalues of \(p(M)\) as a set; the case split takes care of \(n=0\).

```lean
/-- The eigenvalues of `p(M)` are the values of `p` at the eigenvalues of `M`. -/
theorem mem_roots_aeval {n : ℕ} (M : Matrix (Fin n) (Fin n) ℂ) (p : ℝ[X]) (w : ℂ) :
    w ∈ (aeval M p).charpoly.roots ↔ ∃ z ∈ spectrum ℂ M, aeval z p = w := by
  rw [mem_roots_iff, ← aeval_map_algebraMap ℂ M p]
  rcases subsingleton_or_nontrivial (Matrix (Fin n) (Fin n) ℂ) with _ | _
  · simp [spectrum.of_subsingleton]
  · rw [spectrum.map_polynomial_aeval_of_nonempty _ _
      (spectrum.nonempty_of_isAlgClosed_of_finiteDimensional ℂ M)]
    simp only [Set.mem_image, eval_map_algebraMap]
```

The trace formula uses the characteristic roots of \(p(A)\) itself, with their multiplicities. This asks for less than the triangular form used by hand: the signs of the terms will decide the matter, so it is enough to know which values occur. Real parts appear because the left side is a real trace.

```lean
/-- For real `A` and a real polynomial `p`, the trace of `p(A)` is the sum of the real parts of the
eigenvalues of `p(A)`, counted with algebraic multiplicity. -/
theorem trace_real {n : ℕ} (A : Matrix (Fin n) (Fin n) ℝ) (p : ℝ[X]) :
    (aeval A p).trace = ((aeval (complexify A) p).charpoly.roots.map Complex.re).sum := by
  have h1 : aeval (complexify A) p = complexify (aeval A p) :=
    aeval_algHom_apply (Algebra.ofId ℝ ℂ).mapMatrix A p
  have h2 : (complexify (aeval A p)).trace = ((aeval A p).trace : ℂ) := by
    simp [complexify, Matrix.trace]
  have hre : ∀ s : Multiset ℂ, s.sum.re = (s.map Complex.re).sum := by
    intro s
    induction s using Multiset.induction_on with
    | empty => simp
    | cons a s ih => simp [ih]
  rw [← hre, ← Matrix.trace_eq_sum_roots_charpoly, h1, h2, Complex.ofReal_re]
```

## Positivity for all real polynomials

Here `hquad` is the identity \(x^THx=\operatorname{tr}p(A)^2\), obtained by expanding the double sum. In the forward direction, `p %ₘ A.charpoly` is the remainder \(r\), and `hq` rebuilds it from its first \(n\) coefficients, which serve as the vector \(x\). The backward direction checks that \(H\) is symmetric, which is part of `PosSemidef`, and then inserts the polynomial that belongs to \(x\).

```lean
/-- The moment Hankel matrix is positive semidefinite exactly when `tr p(A)²` is nonnegative for
every real polynomial `p`. -/
theorem hankel_posSemidef_iff {n : ℕ} (A : Matrix (Fin n) (Fin n) ℝ) :
    (momentHankel A).PosSemidef ↔ ∀ p : ℝ[X], 0 ≤ (aeval A p ^ 2).trace := by
  have hquad : ∀ x : Fin n → ℝ, x ⬝ᵥ momentHankel A *ᵥ x =
      (aeval A (∑ j : Fin n, C (x j) * X ^ (j : ℕ)) ^ 2).trace := by
    intro x
    have e : aeval A (∑ j : Fin n, C (x j) * X ^ (j : ℕ)) = ∑ j : Fin n, x j • A ^ (j : ℕ) := by
      simp only [map_sum, map_mul, aeval_C, map_pow, aeval_X, Algebra.smul_def]
    rw [e, sq, Finset.sum_mul_sum]
    simp only [Matrix.trace_sum, smul_mul_smul_comm, ← pow_add, Matrix.trace_smul, smul_eq_mul,
      dotProduct, Matrix.mulVec, momentHankel, Matrix.of_apply, Finset.mul_sum]
    refine Finset.sum_congr rfl fun j _ => Finset.sum_congr rfl fun k _ => ?_
    ring
  rw [Matrix.posSemidef_iff_dotProduct_mulVec]
  constructor
  · rintro ⟨_, h⟩ p
    -- Cayley-Hamilton reduces `p` to degree below `n`
    rw [Matrix.aeval_eq_aeval_mod_charpoly]
    have hdeg := degree_modByMonic_lt p A.charpoly_monic
    rw [Matrix.charpoly_degree_eq_dim, Fintype.card_fin] at hdeg
    generalize p %ₘ A.charpoly = q at hdeg ⊢
    have hq : ∑ j : Fin n, C (q.coeff j) * X ^ (j : ℕ) = q := by
      rw [Fin.sum_univ_eq_sum_range (fun i => C (q.coeff i) * X ^ i) n]
      ext m
      simp only [finsetSum_coeff, coeff_C_mul, coeff_X_pow, mul_ite, mul_one, mul_zero,
        Finset.sum_ite_eq, Finset.mem_range]
      split_ifs with hm
      · rfl
      · exact (coeff_eq_zero_of_degree_lt
          (lt_of_lt_of_le hdeg (by exact_mod_cast not_lt.mp hm))).symm
    have hx := h (fun j => q.coeff j)
    rw [star_trivial, hquad, hq] at hx
    exact hx
  · intro h
    refine ⟨Matrix.IsHermitian.ext fun j k => by simp [momentHankel, add_comm], fun x => ?_⟩
    rw [star_trivial, hquad]
    exact h _
```

## The filter polynomial

The lemma is stated for any finite set `S` of complex numbers. Its `g` is the product of real quadratics, `hne` says \(g(\mu)\ne0\), and `hlin` supplies the linear factor with a prescribed value at \(\mu\). The value at \(\bar\mu\) is left to the main proof, where it follows by conjugation.

```lean
/-- For a nonreal `μ` and a finite set `S` of complex numbers, some real polynomial equals `i` at
`μ` and vanishes at all points of `S` other than `μ` and its conjugate. -/
theorem exists_real_filter (S : Finset ℂ) (μ : ℂ) (hμ : μ.im ≠ 0) :
    ∃ p : ℝ[X], aeval μ p = Complex.I ∧
      ∀ z ∈ S, z ≠ μ → z ≠ conj μ → aeval z p = 0 := by
  classical
  let T := S.filter (fun z => z ≠ μ ∧ z ≠ conj μ)
  let g : ℝ[X] := ∏ w ∈ T, (X ^ 2 - C (2 * w.re) * X + C (Complex.normSq w))
  have hg : ∀ z : ℂ, aeval z g = ∏ w ∈ T, (z - w) * (z - conj w) := by
    intro z
    simp only [g, map_prod]
    refine Finset.prod_congr rfl fun w _ => ?_
    have e : aeval z (X ^ 2 - C (2 * w.re) * X + C (Complex.normSq w) : ℝ[X]) =
        z ^ 2 - ((2 * w.re : ℝ) : ℂ) * z + (Complex.normSq w : ℂ) := by simp
    rw [e, ← Complex.add_conj, ← Complex.mul_conj]
    ring
  have hne : aeval μ g ≠ 0 := by
    rw [hg]
    refine Finset.prod_ne_zero_iff.mpr fun w hw => ?_
    have hw' := (Finset.mem_filter.mp hw).2
    refine mul_ne_zero (sub_ne_zero.mpr hw'.1.symm) (sub_ne_zero.mpr fun h => hw'.2 ?_)
    rw [h, Complex.conj_conj]
  -- a real linear polynomial takes any prescribed value at a nonreal point
  have hlin : ∀ c : ℂ, ∃ l : ℝ[X], aeval μ l = c := by
    intro c
    refine ⟨C (c.im / μ.im) * X + C (c.re - c.im / μ.im * μ.re), ?_⟩
    rw [map_add, map_mul, aeval_C, aeval_C, aeval_X]
    change ((c.im / μ.im : ℝ) : ℂ) * μ + ((c.re - c.im / μ.im * μ.re : ℝ) : ℂ) = c
    apply Complex.ext
    · rw [Complex.add_re, Complex.re_ofReal_mul, Complex.ofReal_re]
      ring
    · rw [Complex.add_im, Complex.im_ofReal_mul, Complex.ofReal_im, add_zero,
        div_mul_cancel₀ _ hμ]
  obtain ⟨l, hl⟩ := hlin (Complex.I / aeval μ g)
  refine ⟨g * l, ?_, fun z hz h1 h2 => ?_⟩
  · rw [map_mul, hl, mul_comm, div_mul_cancel₀ _ hne]
  · have h0 : aeval z g = 0 := by
      rw [hg]
      exact Finset.prod_eq_zero (Finset.mem_filter.mpr ⟨hz, h1, h2⟩) (by simp)
    rw [map_mul, h0, zero_mul]
```

## The equivalence

If the spectrum is real, `aeval_conj` shows that \(p(z)\) equals its own conjugate at each eigenvalue \(z\). Every term in the trace formula is then the square of a real number.

For the converse, the nonreal eigenvalue is called `z`, and the filter is built from the set of characteristic roots. The proof works with \(-p(A)^2\), whose eigenvalues are all \(0\) or \(1\), with \(1\) occurring at least once. Its trace is therefore at least \(1\), which contradicts \(\operatorname{tr}p(A)^2\ge0\). This bound is weaker than the value \(-2m\) found above, and it saves counting multiplicities.

```lean
/-- All complex eigenvalues of a real `n` by `n` matrix are real if and only if its `n` by `n`
Hankel matrix of trace moments is positive semidefinite. -/
theorem hasRealSpectrum_iff {n : ℕ} (A : Matrix (Fin n) (Fin n) ℝ) :
    HasRealSpectrum A ↔ (momentHankel A).PosSemidef := by
  rw [hankel_posSemidef_iff]
  constructor
  · intro h p
    rw [← map_pow, trace_real]
    apply Multiset.sum_nonneg
    intro y hy
    obtain ⟨w, hw, rfl⟩ := Multiset.mem_map.mp hy
    obtain ⟨z, hz, rfl⟩ := (mem_roots_aeval _ _ _).mp hw
    -- a real polynomial is real at a real eigenvalue
    have hc := aeval_conj p z
    rw [Complex.conj_eq_iff_im.mpr (h z hz)] at hc
    have him := Complex.conj_eq_iff_im.mp hc.symm
    rw [map_pow, sq, Complex.mul_re, him]
    nlinarith [mul_self_nonneg (aeval z p).re]
  · intro h z hz
    by_contra him
    obtain ⟨p, hp, hp0⟩ := exists_real_filter (complexify A).charpoly.roots.toFinset z him
    -- the eigenvalues of `-p(A)²` are `0` or `1`, and `1` occurs
    have hpos : 1 ≤ (aeval A (-p ^ 2)).trace := by
      rw [trace_real]
      refine Multiset.single_le_sum ?_ 1 (Multiset.mem_map.mpr
        ⟨1, (mem_roots_aeval _ _ _).mpr ⟨z, hz, ?_⟩, Complex.one_re⟩)
      · intro y hy
        obtain ⟨u, hu, rfl⟩ := Multiset.mem_map.mp hy
        obtain ⟨w, hw, rfl⟩ := (mem_roots_aeval _ _ _).mp hu
        by_cases h1 : w = z
        · rw [h1, map_neg, map_pow, hp, Complex.I_sq]; simp
        by_cases h2 : w = conj z
        · rw [h2, map_neg, map_pow, aeval_conj, hp, Complex.conj_I, neg_sq, Complex.I_sq]; simp
        · rw [map_neg, map_pow,
            hp0 w (Multiset.mem_toFinset.mpr ((mem_roots_iff _ w).mpr hw)) h1 h2]
          simp
      · rw [map_neg, map_pow, hp, Complex.I_sq, neg_neg]
    rw [map_neg, map_pow, Matrix.trace_neg] at hpos
    linarith [h p]
```

## The two-mode condition recovered

The last theorem derives \(\Delta\ge0\) from the general criterion. In one direction the vector \((-(a+d),2)\) gives the quadratic form the value \(2\Delta\); for the corresponding unit vector the value is \(2\Delta/\left((a+d)^2+4\right)\). In the other direction, completing the square gives

\[
2\,x^THx=\left(2x_0+(a+d)x_1\right)^2+\Delta\,x_1^2 ,
\]

and the two nonnegative terms are the ones handed to `nlinarith`.

```lean
/-- Two coupled modes with real diagonal entries `a`, `d` and real couplings `b`, `c` have a real
spectrum exactly when `(a - d)² + 4bc` is nonnegative. -/
theorem two_mode_iff (a b c d : ℝ) :
    HasRealSpectrum !![a, b; c, d] ↔ 0 ≤ (a - d) ^ 2 + 4 * b * c := by
  have hquad : ∀ x : Fin 2 → ℝ, x ⬝ᵥ momentHankel !![a, b; c, d] *ᵥ x =
      2 * x 0 ^ 2 + 2 * (a + d) * x 0 * x 1 + (a ^ 2 + 2 * b * c + d ^ 2) * x 1 ^ 2 := by
    intro x
    simp [momentHankel, dotProduct, Matrix.mulVec, Fin.sum_univ_two, Matrix.trace_fin_two,
      pow_two]
    ring
  rw [hasRealSpectrum_iff, Matrix.posSemidef_iff_dotProduct_mulVec]
  constructor
  · rintro ⟨_, h⟩
    have hx := h ![-(a + d), 2]
    rw [star_trivial, hquad] at hx
    simp only [Matrix.cons_val_zero, Matrix.cons_val_one] at hx
    nlinarith [hx]
  · intro h
    refine ⟨Matrix.IsHermitian.ext fun j k => by simp [momentHankel, add_comm], fun x => ?_⟩
    rw [star_trivial, hquad]
    -- complete the square
    nlinarith [sq_nonneg (2 * x 0 + (a + d) * x 1), mul_nonneg h (sq_nonneg (x 1))]

end RealSpectrumHankel
```

```lean
#print axioms RealSpectrumHankel.hasRealSpectrum_iff
#print axioms RealSpectrumHankel.two_mode_iff
```

```
'RealSpectrumHankel.hasRealSpectrum_iff' depends on axioms: [propext, Classical.choice, Quot.sound]
'RealSpectrumHankel.two_mode_iff' depends on axioms: [propext, Classical.choice, Quot.sound]
```
